# Independent fermions with the chemical potential fixed inside a gap: the thermal part of the grand potential is exponentially small at low temperature

## Levels, weights and two grand potentials

Independent fermions occupy one-particle levels with energies $e_i$, where $i$ runs over a finite set. In a crystal, $i$ labels a band at a sampled point of the Brillouin zone. The weight $w_i$ is the sampling weight of that point, multiplied by the spin degeneracy if spin is not part of the label. The total weight is $W=\sum_i w_i$. The chemical potential is $\mu$, and the temperature $T>0$ is measured in energy units, so $T$ stands for what is often written $k_BT$.

A single level is empty or filled, so its grand partition function is $1+e^{(\mu-e_i)/T}$. The weighted sum over levels gives the grand potential

$$\Omega=-T\sum_i w_i\log\!\left(1+e^{(\mu-e_i)/T}\right).$$

At zero temperature a level below $\mu$ is filled and contributes $e_i-\mu$, while a level above $\mu$ is empty and contributes nothing:

$$\Omega_0=\sum_i w_i\min(e_i-\mu,0).$$

How far apart are these two numbers at a given temperature? The answer depends on the distance from $\mu$ to the nearest level. Let $D$ be a number with $|e_i-\mu|\ge D$ for all $i$. In an insulator with $\mu$ in the gap, the best choice of $D$ is the distance from $\mu$ to the nearer of the two sampled band edges.

## The bound and what it assumes

For $T>0$, $w_i\ge 0$ and $|e_i-\mu|\ge D$ for all $i$,

$$0\le \Omega_0-\Omega\le T\,W\,e^{-D/T}.$$

This is the theorem `zero_temperature_error`. Its ingredients correspond to the physics as follows.

- The finite type `ι` is the set of labels $i$, and `w e : ι → ℝ` are the weights and energies.
- `groundPotential w e μ` is $\Omega_0$ and `grandPotential w e μ T` is $\Omega$. The name "ground potential" is local to the code; it means the zero-temperature grand potential.
- `hT` says that the temperature is positive, and `hw` that each weight is nonnegative.
- `hD` is the gap condition. It is assumed of the given levels, not derived from a Hamiltonian. No sign is required of `D`: for a metal one can take $D=0$, which leaves the bound $TW$, and a negative $D$ gives a true but weaker one. The bound $TW$ is crude for a metal: when the levels near $\mu$ are spaced much more closely than $T$ and their density hardly varies over a few $T$, the difference is proportional to $T^2$.

For Fermi–Dirac smearing in electronic-structure calculations, the theorem bounds the shift of the independent-particle grand potential $\Omega$ due to the smearing, provided that the levels, weights and chemical potential are held fixed. The step to a self-consistent calculation at fixed electron number is left open, because there the levels and $\mu$ themselves change with $T$, and the energy contains interaction terms beyond the sum over levels. The sums are finite, so the statement concerns the sampled grand potential and says nothing about the error of the sampling.

## One level: separating the thermal tail

Write $x=e_i-\mu$ and define the thermal tail of the level by

$$\tau(x,T)=T\log\!\left(1+e^{-|x|/T}\right).$$

The name is again local to the code, where it is `thermalTail`. The claim is that

$$T\log\!\left(1+e^{-x/T}\right)=\tau(x,T)-\min(x,0).$$

If $x\ge0$, then $|x|=x$ and $\min(x,0)=0$, so both sides agree. If $x\le0$, take the large exponential out of the logarithm:

$$1+e^{-x/T}=e^{-x/T}\left(1+e^{x/T}\right),$$

$$T\log\!\left(1+e^{-x/T}\right)=-x+T\log\!\left(1+e^{x/T}\right).$$

Here $x=\min(x,0)$ and $e^{x/T}=e^{-|x|/T}$, which gives the claim. The tail depends only on $|x|$: a filled level below $\mu$ and an empty level equally far above it have the same thermal correction.

## All levels: an exact difference and its bounds

With $x_i=e_i-\mu$, multiply the one-level identity by $w_i$ and sum:

$$\Omega_0-\Omega=\sum_i w_i\left[\min(x_i,0)+T\log\!\left(1+e^{-x_i/T}\right)\right]=\sum_i w_i\,\tau(x_i,T).$$

Each tail is positive, so nonnegative weights give $\Omega_0-\Omega\ge0$. For the upper bound, $|x_i|\ge D$ implies $e^{-|x_i|/T}\le e^{-D/T}$, and the logarithm is increasing. Hence

$$\Omega_0-\Omega\le T\,W\log\!\left(1+e^{-D/T}\right).$$

If all levels lie at distance exactly $D$ from $\mu$, all tails are equal and this is an equality. Finally, $\log u\le u-1$ for $u>0$; with $u=1+e^{-D/T}$ this reads $\log(1+e^{-D/T})\le e^{-D/T}$. Multiplying by $TW\ge0$ gives the stated bound.

There is also an estimate from below. Replacing $u$ by $1/u$ in $\log u\le u-1$ gives $\log u\ge 1-1/u$. For $0\le y\le1$ it follows that

$$\log(1+y)\ge 1-\frac1{1+y}=\frac{y}{1+y}\ge\frac y2.$$

Put $y=e^{-|x_j|/T}$ for one chosen level $j$. The other levels add nonnegative terms, so

$$\Omega_0-\Omega\ge \tfrac12\,T\,w_j\,e^{-|e_j-\mu|/T}.$$

If a level of positive weight lies at distance $D$, the upper and lower bounds therefore have the same exponential factor, and the rate $D$ in the exponent is the right one.

For the limit $T\to0^+$, the inequality $\log(1+y)\le y\le1$ gives $0\le\tau(x,T)\le T$. Every tail tends to zero, and so does their finite weighted sum. This uses neither a gap nor the sign of the weights, so $\Omega\to\Omega_0$ in general.

## Two levels with numbers

Take two levels of weight 1, at $-0.2$ eV and $+0.3$ eV relative to $\mu$, and $T=0.1$ eV. Then $W=2$, $D=0.2$ eV and $\Omega_0=-0.2$ eV. The thermal value is

$$\Omega=-0.1\left[\log(1+e^{2})+\log(1+e^{-3})\right]\text{ eV}\approx-0.2176\text{ eV}.$$

The difference $\Omega_0-\Omega$ is about $0.0176$ eV. The logarithmic bound gives $0.2\log(1+e^{-2})\approx0.0254$ eV, and the simpler exponential bound gives $0.2\,e^{-2}\approx0.0271$ eV. From below, the level nearer to $\mu$ alone guarantees $0.05\,e^{-2}\approx0.0068$ eV.

## A negative weight can break either inequality

A positive total weight is not enough to replace the condition that each weight be nonnegative. Put one level at $\mu$ and another at $\mu+3T$, so that $D=0$. Their tails are $T\log2\approx0.693\,T$ and $T\log(1+e^{-3})\approx0.049\,T$.

With weights $-1$ and $2$, in this order, $W=1$ but $\Omega_0-\Omega\approx-0.596\,T$, which violates the lower bound. With weights $2$ and $-1$, again $W=1$, but $\Omega_0-\Omega\approx1.338\,T$, which exceeds the upper bound $TWe^{0}=T$.

## The Lean file

```lean
import Mathlib

open Filter Topology

namespace ZeroTemperatureGrandPotential

noncomputable section

variable {ι : Type*} [Fintype ι]

/-- The zero-temperature grand potential of independent fermions with levels `e i`,
sampling weights `w i` and chemical potential `μ`. -/
def groundPotential (w e : ι → ℝ) (μ : ℝ) : ℝ :=
  ∑ i, w i * min (e i - μ) 0

/-- The grand potential of the same fermions at temperature `T > 0`, in energy units. -/
def grandPotential (w e : ι → ℝ) (μ T : ℝ) : ℝ :=
  -T * ∑ i, w i * Real.log (1 + Real.exp ((μ - e i) / T))

/-- The thermal tail, at temperature `T > 0`, of a level at energy `x` relative to the
chemical potential. -/
def thermalTail (x T : ℝ) : ℝ :=
  T * Real.log (1 + Real.exp (-|x| / T))

/-- For `T > 0`, the thermal term of a single level is its thermal tail minus its
zero-temperature contribution `min x 0`. -/
theorem level_split {T : ℝ} (hT : 0 < T) (x : ℝ) :
    T * Real.log (1 + Real.exp (-x / T)) = thermalTail x T - min x 0 := by
  unfold thermalTail
  rcases le_total 0 x with hx | hx
  · rw [abs_of_nonneg hx, min_eq_right hx, sub_zero]
  · rw [abs_of_nonpos hx, min_eq_left hx, neg_neg]
    -- below the chemical potential, pull the large exponential out of the logarithm
    have hfac : 1 + Real.exp (-x / T) = Real.exp (-x / T) * (1 + Real.exp (x / T)) := by
      rw [mul_add, mul_one, ← Real.exp_add, neg_div, neg_add_cancel, Real.exp_zero, add_comm]
    have hcancel : T * (-x / T) = -x := by field_simp
    rw [hfac, Real.log_mul (Real.exp_pos _).ne' (by positivity), Real.log_exp, mul_add, hcancel]
    ring

/-- For `T > 0`, the zero-temperature grand potential minus the thermal one equals the weighted sum
of the thermal tails of the levels. -/
theorem ground_sub_grand {T : ℝ} (hT : 0 < T) (w e : ι → ℝ) (μ : ℝ) :
    groundPotential w e μ - grandPotential w e μ T = ∑ i, w i * thermalTail (e i - μ) T := by
  unfold groundPotential grandPotential
  rw [Finset.mul_sum, ← Finset.sum_sub_distrib]
  apply Finset.sum_congr rfl
  intro i _
  have h := level_split hT (e i - μ)
  rw [neg_sub] at h
  linear_combination (w i) * h

/-- For `T > 0`, the thermal tail of a level is at least `T exp(-|x|/T) / 2` and at most `T`. -/
theorem thermalTail_bounds {T : ℝ} (hT : 0 < T) (x : ℝ) :
    T * Real.exp (-|x| / T) / 2 ≤ thermalTail x T ∧ thermalTail x T ≤ T := by
  unfold thermalTail
  have hy0 : 0 < Real.exp (-|x| / T) := Real.exp_pos _
  have hy1 : Real.exp (-|x| / T) ≤ 1 :=
    Real.exp_le_one_iff.2 (div_nonpos_of_nonpos_of_nonneg (neg_nonpos.2 (abs_nonneg x)) hT.le)
  generalize Real.exp (-|x| / T) = y at hy0 hy1 ⊢
  have hpos : 0 < 1 + y := by linarith
  -- both bounds come from 1 - 1/(1+y) ≤ log(1+y) ≤ y
  have hlow := Real.one_sub_inv_le_log_of_pos hpos
  have hup := Real.log_le_sub_one_of_pos hpos
  have hinv : (1 + y)⁻¹ ≤ 1 - y / 2 := by
    rw [inv_eq_one_div, div_le_iff₀ hpos]
    nlinarith [mul_nonneg hy0.le (sub_nonneg.2 hy1)]
  constructor
  · have h : y / 2 ≤ Real.log (1 + y) := by linarith
    have := mul_le_mul_of_nonneg_left h hT.le
    linarith
  · have h : Real.log (1 + y) ≤ 1 := by linarith
    have := mul_le_mul_of_nonneg_left h hT.le
    linarith

/-- For `T > 0`, nonnegative weights and all levels at least `D` away from the chemical
potential, the thermal lowering is at most the total weight times `T log(1 + exp(-D/T))`. -/
theorem ground_sub_grand_le_log {T D μ : ℝ} (hT : 0 < T) {w e : ι → ℝ}
    (hw : ∀ i, 0 ≤ w i) (hD : ∀ i, D ≤ |e i - μ|) :
    groundPotential w e μ - grandPotential w e μ T
      ≤ T * (∑ i, w i) * Real.log (1 + Real.exp (-D / T)) := by
  rw [ground_sub_grand hT]
  calc ∑ i, w i * thermalTail (e i - μ) T
      ≤ ∑ i, w i * (T * Real.log (1 + Real.exp (-D / T))) := by
        apply Finset.sum_le_sum
        intro i _
        apply mul_le_mul_of_nonneg_left _ (hw i)
        unfold thermalTail
        -- the tail decreases with the distance from the chemical potential
        have h1 : -|e i - μ| / T ≤ -D / T :=
          (div_le_div_iff_of_pos_right hT).2 (neg_le_neg (hD i))
        exact mul_le_mul_of_nonneg_left
          (Real.log_le_log (by positivity) (by linarith [Real.exp_le_exp.2 h1])) hT.le
    _ = T * (∑ i, w i) * Real.log (1 + Real.exp (-D / T)) := by
        rw [← Finset.sum_mul]
        ring

/-- The logarithmic bound is an equality for `T > 0` when every level lies at distance
exactly `D` from the chemical potential. -/
theorem ground_sub_grand_eq_log {T D μ : ℝ} (hT : 0 < T) (w : ι → ℝ) {e : ι → ℝ}
    (hD : ∀ i, |e i - μ| = D) :
    groundPotential w e μ - grandPotential w e μ T
      = T * (∑ i, w i) * Real.log (1 + Real.exp (-D / T)) := by
  rw [ground_sub_grand hT]
  simp only [thermalTail, hD]
  rw [← Finset.sum_mul]
  ring

/-- For `T > 0`, nonnegative weights and all levels at least `D` away from the chemical
potential, the grand potential lies below its zero-temperature form by at most
`T W exp(-D/T)`, where `W` is the total weight. -/
theorem zero_temperature_error {T D μ : ℝ} (hT : 0 < T) {w e : ι → ℝ}
    (hw : ∀ i, 0 ≤ w i) (hD : ∀ i, D ≤ |e i - μ|) :
    0 ≤ groundPotential w e μ - grandPotential w e μ T ∧
      groundPotential w e μ - grandPotential w e μ T
        ≤ T * (∑ i, w i) * Real.exp (-D / T) := by
  constructor
  · rw [ground_sub_grand hT]
    apply Finset.sum_nonneg
    intro i _
    exact mul_nonneg (hw i) (le_trans (by positivity) (thermalTail_bounds hT (e i - μ)).1)
  · have hpos : 0 < 1 + Real.exp (-D / T) := by positivity
    have hlog : Real.log (1 + Real.exp (-D / T)) ≤ Real.exp (-D / T) := by
      linarith [Real.log_le_sub_one_of_pos hpos]
    exact (ground_sub_grand_le_log hT hw hD).trans
      (mul_le_mul_of_nonneg_left hlog
        (mul_nonneg hT.le (Finset.sum_nonneg fun i _ => hw i)))

/-- For `T > 0` and nonnegative weights, each level `j` alone forces a thermal lowering of at
least `T w_j exp(-|e_j - μ|/T) / 2`. -/
theorem zero_temperature_error_lower {T : ℝ} (hT : 0 < T) {w : ι → ℝ}
    (hw : ∀ i, 0 ≤ w i) (e : ι → ℝ) (μ : ℝ) (j : ι) :
    T * w j * Real.exp (-|e j - μ| / T) / 2
      ≤ groundPotential w e μ - grandPotential w e μ T := by
  rw [ground_sub_grand hT]
  have hj := mul_le_mul_of_nonneg_left (thermalTail_bounds hT (e j - μ)).1 (hw j)
  -- the other levels only add nonnegative tails
  have hsum : w j * thermalTail (e j - μ) T ≤ ∑ i, w i * thermalTail (e i - μ) T :=
    Finset.single_le_sum (f := fun i => w i * thermalTail (e i - μ) T)
      (fun i _ => mul_nonneg (hw i)
        (le_trans (by positivity) (thermalTail_bounds hT (e i - μ)).1))
      (Finset.mem_univ j)
  linarith

/-- As the temperature tends to zero from above, the grand potential tends to its
zero-temperature form, for any real levels and weights. -/
theorem tendsto_grandPotential (w e : ι → ℝ) (μ : ℝ) :
    Tendsto (fun T => grandPotential w e μ T) (𝓝[>] 0) (𝓝 (groundPotential w e μ)) := by
  -- every tail is squeezed between 0 and T
  have htail : ∀ x : ℝ, Tendsto (fun T => thermalTail x T) (𝓝[>] 0) (𝓝 0) := by
    intro x
    have hid : Tendsto (fun T : ℝ => T) (𝓝[>] 0) (𝓝 0) :=
      tendsto_id.mono_left nhdsWithin_le_nhds
    refine squeeze_zero' ?_ ?_ hid
    · filter_upwards [self_mem_nhdsWithin] with T hT
      have hT' : 0 < T := Set.mem_Ioi.1 hT
      exact le_trans (by positivity) (thermalTail_bounds hT' x).1
    · filter_upwards [self_mem_nhdsWithin] with T hT
      exact (thermalTail_bounds (Set.mem_Ioi.1 hT) x).2
  have hsum : Tendsto
      (fun T => groundPotential w e μ - ∑ i, w i * thermalTail (e i - μ) T)
      (𝓝[>] 0) (𝓝 (groundPotential w e μ - ∑ i, w i * 0)) :=
    tendsto_const_nhds.sub
      (tendsto_finsetSum _ fun i _ => (htail (e i - μ)).const_mul (w i))
  simp only [mul_zero, Finset.sum_const_zero, sub_zero] at hsum
  refine hsum.congr' ?_
  filter_upwards [self_mem_nhdsWithin] with T hT
  have h := ground_sub_grand (Set.mem_Ioi.1 hT) w e μ
  linarith

end

end ZeroTemperatureGrandPotential
```

```lean
#print axioms ZeroTemperatureGrandPotential.ground_sub_grand_eq_log
-- 'ZeroTemperatureGrandPotential.ground_sub_grand_eq_log' depends on axioms: [propext, Classical.choice, Quot.sound]
#print axioms ZeroTemperatureGrandPotential.zero_temperature_error
-- 'ZeroTemperatureGrandPotential.zero_temperature_error' depends on axioms: [propext, Classical.choice, Quot.sound]
#print axioms ZeroTemperatureGrandPotential.zero_temperature_error_lower
-- 'ZeroTemperatureGrandPotential.zero_temperature_error_lower' depends on axioms: [propext, Classical.choice, Quot.sound]
#print axioms ZeroTemperatureGrandPotential.tendsto_grandPotential
-- 'ZeroTemperatureGrandPotential.tendsto_grandPotential' depends on axioms: [propext, Classical.choice, Quot.sound]
```

## From the one-level identity to the theorems

`level_split` is the one-level identity. The case distinction `le_total 0 x` separates levels above and below $\mu$. In the second case `hfac` is the factorisation of $1+e^{-x/T}$, `Real.log_mul` splits the logarithm of the product, and `hcancel` evaluates $T\cdot(-x/T)$ as $-x$.

`ground_sub_grand` is the exact formula for $\Omega_0-\Omega$. The factor $-T$ is moved inside the sum and the two sums are merged, after which `Finset.sum_congr` leaves an identity for a single $i$. That identity is `level_split` at $x=e_i-\mu$, multiplied by $w_i$; this is what `linear_combination (w i) * h` expresses.

`thermalTail_bounds` proves $Te^{-|x|/T}/2\le\tau(x,T)\le T$. The exponential is replaced by a variable `y` of which only $0<y\le1$ is remembered. The inequalities `hlow` and `hup` are the two logarithm estimates at $u=1+y$. The step `hinv` states $1/(1+y)\le1-y/2$, which amounts to $y(1-y)\ge0$ after multiplication by $1+y$.

`ground_sub_grand_le_log` gives the logarithmic bound. It compares the sums term by term with `Finset.sum_le_sum`; the weight condition permits multiplication by $w_i$, and `h1` carries the gap condition into the exponent. The common factor is then taken out of the sum. `ground_sub_grand_eq_log` treats levels all at distance $D$: it substitutes $D$ for each $|e_i-\mu|$ in the exact formula, so it needs no condition on the weights.

`zero_temperature_error` joins the two halves of the main result. Nonnegativity comes from the exact formula and the lower tail bound. The upper half chains the logarithmic bound with `hlog`, the estimate $\log(1+e^{-D/T})\le e^{-D/T}$.

`zero_temperature_error_lower` keeps only level $j$. The lemma `Finset.single_le_sum` says that one term of a sum of nonnegative terms is at most the whole sum, and the lower tail bound is applied to that term.

`tendsto_grandPotential` is the limit, with `𝓝[>] 0` standing for $T\to0^+$. In `htail`, each tail is squeezed between $0$ and $T$ by `squeeze_zero'`. The finite sum of the tails then tends to zero, so $\Omega_0$ minus that sum tends to $\Omega_0$. The last lines use the exact formula to identify this expression with $\Omega$ for every $T>0$.
